# Powers of the negative radial Laplacian on a Gaussian give the reciprocal-space polynomials of the local Gaussian pseudopotential

## A wrong coefficient that raises no error

Suppose a plane-wave code has 12 instead of 21 in one polynomial of its local pseudopotential, and the parameter multiplying that polynomial is not zero. The short-range term is still smooth and still decays like a Gaussian in the wavevector, so the total energy can converge with the cutoff as usual, but the potential is not the one that the real-space parameters describe. A convergence test does not reveal the mistake; a derivation of the coefficients does.

In real space, the short-range local part of a Gaussian dual-space pseudopotential is

exp(−r²/2s²) [c₁ + c₂(r/s)² + c₃(r/s)⁴ + c₄(r/s)⁶].

Here r is the distance from the nucleus, s is the width, usually written r_loc, and c₁ to c₄ are fitted energies. A plane-wave calculation needs its Fourier transform at wavevector magnitude q.

## From r² to a differential operator

The transform of a radial function v(r) is

F(q) = 4π ∫₀^∞ r v(r) [sin(qr)/q] dr.

For a function f of the wavevector q > 0, define L f = −(f'' + 2f'/q). Since f'' + 2f'/q = (q f)''/q, the spherical wave obeys

L[sin(qr)/q] = −(sin(qr))''/q = r² sin(qr)/q.

Applying L under the integral thus inserts a factor r². The transform of exp(−r²/2) is (2π)^(3/2) g(q), with g(q) = exp(−q²/2), so the transform of r²ⁿ exp(−r²/2) is (2π)^(3/2) Lⁿg. Restoring the width gives a factor s³ and replaces q by qs.

## One application of L

Let t = q² and f = p(t) g, where p is a polynomial and p' = dp/dt. With g' = −q g,

f' = (2q p' − q p) g

f'' = (4t p'' + 2p' − 4t p' − p + t p) g

2f'/q = (4p' − 2p) g.

Adding the last two lines and changing the sign gives L f = (Tp) g, where

Tp = 3p − t p + 4t p' − 6p' − 4t p''.

Starting from p = 1:

T1 = 3 − t

T²1 = (9 − 3t) − (3t − t²) − 4t + 6 = 15 − 10t + t²

T³1 = (45 − 30t + 3t²) − (15t − 10t² + t³) + (−40t + 8t²) + (60 − 12t) − 8t = 105 − 105t + 21t² − t³.

## All powers at once

Let a(n,k) be the coefficient of tᵏ in Tⁿ1, and C(n,k) the binomial coefficient. The claim is

a(n,k) = (−1)ᵏ C(n,k) (2n+1)‼/(2k+1)‼.

It holds for n = 0. Assume it for n. The constant term is

a(n+1,0) = 3a(n,0) − 6a(n,1) = (3 + 2n)(2n+1)‼ = (2n+3)‼.

For the other terms, the definition of T gives

a(n+1,k+1) = (4k+7) a(n,k+1) − a(n,k) − (k+2)(4k+10) a(n,k+2).

Divided by (−1)ᵏ⁺¹ (2n+1)‼/(2k+3)‼, the right side is

(4k+7) C(n,k+1) + (2k+3) C(n,k) + 2(k+2) C(n,k+2).

Use (k+2) C(n,k+2) = (n−k−1) C(n,k+1) in the last term:

(2n+2k+5) C(n,k+1) + (2k+3) C(n,k).

Then 2(k+1) C(n,k+1) = 2(n−k) C(n,k) turns this into

(2n+3) [C(n,k+1) + C(n,k)] = (2n+3) C(n+1,k+1),

which is the claim for n+1.

## The same argument for angular momentum l

The non-local projectors need the radial operator with the extra term +l(l+1)f/q². Acting on qˡ p(q²) g, it replaces T by

p ↦ (2l+3)p − t p + 4t p' − (4l+6)p' − 4t p''.

One application to qˡ g gives the prefactor 2l+3 − q². For l = 1 this is 5 − q², which belongs to the second projector, r³ exp(−r²/2) in real space; the first, r exp(−r²/2), has the prefactor 1. This variant is a pencil calculation; the code treats l = 0.

## What the Lean theorems say

`radialL` is L, built from Mathlib's `deriv`, and `radialL^[n]` applies it n times. `gaussian` is g, a function of the dimensionless wavevector. `raise` is T, and `shapePoly n` is Tⁿ1, a real polynomial whose variable `X` stands for t.

`iterate_radialL_gaussian` states the closed formula for every natural n and every q > 0, and `first_three` gives the three explicit cases. `local_bracket` takes any real c₁ to c₄ and any q, s > 0, and evaluates the combination of powers of L at qs.

The condition q > 0 matters: Lean sets division by zero to 0, so `radialL gaussian 0` is 1, whereas the polynomial gives 3.

The step left to the physicist is the Fourier integral: Lean proves the action of L on each spherical wave, but not that L may be taken under the integral, nor the transform of exp(−r²/2) itself. The result serves plane-wave density-functional codes for the short-range local term at nonzero q, and since the transform is continuous, the same polynomials hold at q = 0; the long-range Coulomb part and the factor (2π)^(3/2) s³ have to be supplied separately.

```lean
import Mathlib

open Polynomial
open scoped Nat Topology

namespace GaussianLocalPseudopotential

noncomputable section

/-- The negative radial Laplacian in reciprocal space, `L f = -(f'' + 2 f' / q)`,
on the domain `q > 0`. -/
def radialL (f : ℝ → ℝ) (q : ℝ) : ℝ := -(deriv (deriv f) q + 2 * deriv f q / q)

/-- The Gaussian `g(q) = exp(-q² / 2)`. -/
def gaussian (q : ℝ) : ℝ := Real.exp (-q ^ 2 / 2)

/-- The action of `L` on the polynomial prefactor of a Gaussian, in the variable `t = q²`:
`p ↦ 3p - t p + 4t p' - 6p' - 4t p''`. -/
def raise (p : ℝ[X]) : ℝ[X] :=
  C 3 * p - X * p + C 4 * (X * derivative p) - C 6 * derivative p
    - C 4 * (X * derivative (derivative p))

/-- The prefactor polynomials in `t = q²`, obtained from `1` by repeated use of `raise`. -/
def shapePoly : ℕ → ℝ[X]
  | 0 => 1
  | n + 1 => raise (shapePoly n)

/-- For `q > 0`, `L f` can be computed from a first derivative known on the positive
half-line and a second derivative known at `q`. -/
theorem radialL_eq {f f' : ℝ → ℝ} {f'' q : ℝ} (hq : 0 < q)
    (hf : ∀ x, 0 < x → HasDerivAt f (f' x) x) (hf' : HasDerivAt f' f'' q) :
    radialL f q = -(f'' + 2 * f' q / q) := by
  have h : deriv f =ᶠ[𝓝 q] f' := by
    filter_upwards [Ioi_mem_nhds hq] with x hx using (hf x hx).deriv
  unfold radialL
  rw [h.deriv_eq, hf'.deriv, (hf q hq).deriv]

/-- For every real `r` and every `q > 0`, applying `L` in the variable `q` to the spherical wave
`sin(qr)/q` multiplies it by `r²`. -/
theorem radialL_sphericalWave (r : ℝ) {q : ℝ} (hq : 0 < q) :
    radialL (fun x => Real.sin (x * r) / x) q = r ^ 2 * (Real.sin (q * r) / q) := by
  have hl : ∀ x : ℝ, HasDerivAt (fun y : ℝ => y * r) r x := fun x => by
    simpa using (hasDerivAt_id' x).mul_const r
  have hsq : HasDerivAt (fun y : ℝ => y ^ 2) (2 * q) q := by
    simpa using hasDerivAt_pow 2 q
  have h1 : ∀ x : ℝ, 0 < x → HasDerivAt (fun y => Real.sin (y * r) / y)
      ((Real.cos (x * r) * r * x - Real.sin (x * r) * 1) / x ^ 2) x := fun x hx =>
    (hl x).sin.fun_div (hasDerivAt_id' x) hx.ne'
  have h2 := (((((hl q).cos.mul_const r).fun_mul (hasDerivAt_id' q)).fun_sub
    ((hl q).sin.mul_const 1)).fun_div hsq (pow_ne_zero 2 hq.ne'))
  rw [radialL_eq hq h1 h2]
  have hq' : q ≠ 0 := hq.ne'
  field_simp
  ring

/-- For `q > 0`, `L` sends a polynomial in `q²` times the Gaussian to another such product,
with the new polynomial given by `raise`. -/
theorem radialL_poly_mul_gaussian (p : ℝ[X]) {q : ℝ} (hq : 0 < q) :
    radialL (fun x => p.eval (x ^ 2) * gaussian x) q
      = (raise p).eval (q ^ 2) * gaussian q := by
  have hsq : ∀ x : ℝ, HasDerivAt (fun y : ℝ => y ^ 2) (2 * x) x := fun x => by
    simpa using hasDerivAt_pow 2 x
  have hg : ∀ x : ℝ, HasDerivAt gaussian (-x * gaussian x) x := fun x => by
    have h : HasDerivAt (fun y : ℝ => -y ^ 2 / 2) (-x) x :=
      ((hsq x).fun_neg.div_const 2).congr_deriv (by ring)
    have h2 : HasDerivAt gaussian (Real.exp (-x ^ 2 / 2) * (-x)) x := h.exp
    exact h2.congr_deriv (by unfold gaussian; ring)
  have hP : ∀ (r : ℝ[X]) (x : ℝ), HasDerivAt (fun y : ℝ => r.eval (y ^ 2))
      ((derivative r).eval (x ^ 2) * (2 * x)) x := fun r x => by
    have chain : ∀ (u v : ℝ → ℝ) (u' v' : ℝ), HasDerivAt u u' (v x) →
        HasDerivAt v v' x → HasDerivAt (fun y => u (v y)) (u' * v') x := by
      intro u v u' v' hu hv
      have huv := hu.comp x hv
      exact huv
    exact chain (fun t => r.eval t) (fun y => y ^ 2) _ _ (r.hasDerivAt (x ^ 2)) (hsq x)
  -- first derivative at every `x > 0`, second derivative at `q`
  have h1 : ∀ x : ℝ, 0 < x → HasDerivAt (fun y => p.eval (y ^ 2) * gaussian y)
      (((derivative p).eval (x ^ 2) * (2 * x) - x * p.eval (x ^ 2)) * gaussian x) x :=
    fun x _ => ((hP p x).fun_mul (hg x)).congr_deriv (by ring)
  have h2 := (((hP (derivative p) q).fun_mul ((hasDerivAt_id' q).const_mul 2)).fun_sub
    ((hasDerivAt_id' q).fun_mul (hP p q))).fun_mul (hg q)
  rw [radialL_eq hq h1 h2]
  have hq' : q ≠ 0 := hq.ne'
  simp only [raise, eval_add, eval_sub, eval_mul, eval_C, eval_X]
  field_simp
  ring

/-- For `q > 0`, applying `L` to the Gaussian `n` times gives the `n`-th prefactor
polynomial in `q²` times the Gaussian. -/
theorem iterate_eq_shapePoly (n : ℕ) {q : ℝ} (hq : 0 < q) :
    radialL^[n] gaussian q = (shapePoly n).eval (q ^ 2) * gaussian q := by
  induction n generalizing q with
  | zero => simp [shapePoly]
  | succ n ih =>
    -- near `q > 0` the iterate may be replaced by its closed form
    have h : radialL^[n] gaussian =ᶠ[𝓝 q]
        fun x => (shapePoly n).eval (x ^ 2) * gaussian x := by
      filter_upwards [Ioi_mem_nhds hq] with x hx using ih hx
    have hL : ∀ u v : ℝ → ℝ, u =ᶠ[𝓝 q] v → radialL u q = radialL v q := by
      intro u v huv
      unfold radialL
      rw [huv.deriv.deriv_eq, huv.deriv_eq]
    rw [Function.iterate_succ_apply', hL _ _ h, radialL_poly_mul_gaussian _ hq, shapePoly]

/-- The coefficient of `q^(2k)` in the `n`-th prefactor polynomial is
`(-1)^k (n choose k) (2n+1)‼ / (2k+1)‼`. -/
theorem shapePoly_coeff (n k : ℕ) : (shapePoly n).coeff k
    = (-1) ^ k * (n.choose k : ℝ) * ((2 * n + 1)‼ : ℝ) / ((2 * k + 1)‼ : ℝ) := by
  have hd : ∀ m : ℕ, ((2 * (m + 1) + 1)‼ : ℝ) = (2 * m + 3) * ((2 * m + 1)‼ : ℝ) := by
    intro m
    rw [show 2 * (m + 1) + 1 = (2 * m + 1) + 2 by ring, Nat.doubleFactorial_add_two]
    push_cast
    ring
  induction n generalizing k with
  | zero => cases k <;> simp [shapePoly, coeff_one, Nat.doubleFactorial]
  | succ n ih =>
    have hc : ∀ j : ℕ, (n.choose (j + 1) : ℝ) * ((j : ℝ) + 1) = n.choose j * ((n : ℝ) - j) := by
      intro j
      rcases le_or_gt j n with hj | hj
      · rw [← Nat.cast_sub hj]
        exact_mod_cast Nat.choose_succ_right_eq n j
      · simp [Nat.choose_eq_zero_of_lt hj, Nat.choose_eq_zero_of_lt (Nat.lt_succ_of_lt hj)]
    cases k with
    | zero =>
      have h0 : (shapePoly n).coeff 0 = ((2 * n + 1)‼ : ℝ) := by
        simp [ih, Nat.doubleFactorial]
      have h1 : (shapePoly n).coeff 1 = -(n * ((2 * n + 1)‼ : ℝ)) / 3 := by
        simp [ih, Nat.doubleFactorial]
      rw [hd n]
      simp [shapePoly, raise, mul_coeff_zero, coeff_derivative, h0, h1, Nat.doubleFactorial]
      ring
    | succ k =>
      have hs : (shapePoly (n + 1)).coeff (k + 1) = (4 * k + 7) * (shapePoly n).coeff (k + 1)
          - (shapePoly n).coeff k - (k + 2) * (4 * k + 10) * (shapePoly n).coeff (k + 2) := by
        simp only [shapePoly, raise, coeff_add, coeff_sub, coeff_C_mul, coeff_X_mul,
          coeff_derivative]
        push_cast
        ring
      have hd2 : ((2 * (k + 2) + 1)‼ : ℝ)
          = (2 * k + 5) * ((2 * k + 3) * ((2 * k + 1)‼ : ℝ)) := by
        rw [show k + 2 = k + 1 + 1 from rfl, hd (k + 1), hd k]
        push_cast
        ring
      -- neighbouring binomial coefficients in terms of `n choose k`
      have hB : (n.choose (k + 1) : ℝ) = n.choose k * ((n : ℝ) - k) / ((k : ℝ) + 1) := by
        rw [eq_div_iff (by positivity)]
        exact hc k
      have hE : (n.choose (k + 2) : ℝ)
          = n.choose (k + 1) * ((n : ℝ) - k - 1) / ((k : ℝ) + 2) := by
        rw [eq_div_iff (by positivity)]
        have h : (n.choose (k + 2) : ℝ) * (((k + 1 : ℕ) : ℝ) + 1)
            = n.choose (k + 1) * ((n : ℝ) - ((k + 1 : ℕ) : ℝ)) := hc (k + 1)
        push_cast at h
        linear_combination h
      have hpos : ((2 * k + 1)‼ : ℝ) ≠ 0 := by positivity
      rw [hs, ih k, ih (k + 1), ih (k + 2), hd2, hd k, hd n, Nat.choose_succ_succ' n k,
        Nat.cast_add, hE, hB]
      field_simp
      ring

/-- For every `n` and `q > 0`, `Lⁿ g` is the Gaussian times
`∑ₖ (-1)^k (n choose k) (2n+1)‼ / (2k+1)‼ q^(2k)`, with `k` from `0` to `n`. -/
theorem iterate_radialL_gaussian (n : ℕ) {q : ℝ} (hq : 0 < q) :
    radialL^[n] gaussian q = (∑ k ∈ Finset.range (n + 1),
      (-1) ^ k * (n.choose k : ℝ) * ((2 * n + 1)‼ : ℝ) / ((2 * k + 1)‼ : ℝ) * q ^ (2 * k))
        * gaussian q := by
  have hdeg : (shapePoly n).natDegree ≤ n := by
    rw [natDegree_le_iff_coeff_eq_zero]
    intro k hk
    simp [shapePoly_coeff, Nat.choose_eq_zero_of_lt hk]
  rw [iterate_eq_shapePoly n hq, eval_eq_sum_range' (Nat.lt_succ_of_le hdeg)]
  simp only [shapePoly_coeff, pow_mul]

/-- For `q > 0`, the first three powers of `L` on the Gaussian give the prefactors
`3 - q²`, `15 - 10q² + q⁴` and `105 - 105q² + 21q⁴ - q⁶`. -/
theorem first_three {q : ℝ} (hq : 0 < q) :
    radialL^[1] gaussian q = (3 - q ^ 2) * gaussian q ∧
    radialL^[2] gaussian q = (15 - 10 * q ^ 2 + q ^ 4) * gaussian q ∧
    radialL^[3] gaussian q = (105 - 105 * q ^ 2 + 21 * q ^ 4 - q ^ 6) * gaussian q := by
  refine ⟨?_, ?_, ?_⟩
  all_goals
    rw [iterate_radialL_gaussian _ hq]
    congr 1
    norm_num [Finset.sum_range_succ, Nat.choose, Nat.doubleFactorial]
    all_goals ring

/-- For width `s > 0` and wavevector `q > 0`, the combination `c₁ + c₂ L + c₃ L² + c₄ L³`
acting on the Gaussian, taken at `qs`, is the four-coefficient polynomial bracket of the
local Gaussian pseudopotential times `exp(-(qs)²/2)`. -/
theorem local_bracket (c₁ c₂ c₃ c₄ : ℝ) {q s : ℝ} (hq : 0 < q) (hs : 0 < s) :
    c₁ * gaussian (q * s) + c₂ * radialL^[1] gaussian (q * s)
      + c₃ * radialL^[2] gaussian (q * s) + c₄ * radialL^[3] gaussian (q * s)
    = Real.exp (-(q * s) ^ 2 / 2) * (c₁ + c₂ * (3 - (q * s) ^ 2)
      + c₃ * (15 - 10 * (q * s) ^ 2 + (q * s) ^ 4)
      + c₄ * (105 - 105 * (q * s) ^ 2 + 21 * (q * s) ^ 4 - (q * s) ^ 6)) := by
  obtain ⟨h1, h2, h3⟩ := first_three (mul_pos hq hs)
  rw [h1, h2, h3]
  unfold gaussian
  ring

end

end GaussianLocalPseudopotential
```

```lean
#print axioms GaussianLocalPseudopotential.radialL_sphericalWave
-- 'GaussianLocalPseudopotential.radialL_sphericalWave' depends on axioms: [propext, Classical.choice, Quot.sound]
#print axioms GaussianLocalPseudopotential.local_bracket
-- 'GaussianLocalPseudopotential.local_bracket' depends on axioms: [propext, Classical.choice, Quot.sound]
```

## How Lean carries out the steps

`radialL_eq` computes L f at q from a first derivative known on the positive half-line. A derivative depends only on values near q, so the point 0 plays no part.

`radialL_sphericalWave` applies the quotient rule twice to sin(qr)/q. It supplies the link to real space, and the later theorems do not use it.

`radialL_poly_mul_gaussian` is the single application of L. Inside it, `hg` is g' = −q g and `hP` is the chain rule for p(q²). After the derivatives are inserted, `field_simp` and `ring` collect the terms into T.

`iterate_eq_shapePoly` is the induction Lⁿg = (Tⁿ1)(q²) g. The induction runs over all positive q together (`generalizing q`), because differentiating the n-th iterate requires its formula in a neighbourhood and not just at one point.

`shapePoly_coeff` proves the closed form of a(n,k). `hs` is the three-term recursion, `hd` the step of the double factorial, and `hc` the binomial identity used twice above. Lean expresses all the binomials through C(n,k) (`hB`, `hE`) and lets `ring` finish.

`iterate_radialL_gaussian` notes that the coefficients vanish for k > n and writes the polynomial as a finite sum. `first_three` evaluates that sum, and `local_bracket` inserts the results at qs, which is positive.
